# An upper bound on fermion pairing: γ − γ² − κκ† ≥ 0 for a unit vector

A superconducting ground state in mean-field theory superposes different particle numbers. Besides the usual one-particle density matrix γ it then has an anomalous density matrix κ, the expectation value of two annihilation operators. In a state of fixed particle number κ vanishes. How large can κ be when γ is given? For finitely many modes and a pure state, an answer follows from the anticommutation relations and the positivity of norms.

The modes are labelled by a finite type `ι`. The operators are complex square matrices indexed by a finite type `n`, which labels a basis of the state space.

```lean
import Mathlib

open scoped Matrix ComplexOrder ComplexConjugate

namespace AnomalousDensityBound

noncomputable section

variable {ι n : Type*} [Fintype ι] [Fintype n]
```

## Operators and densities

Write † for the adjoint, * for complex conjugation and {X, Y} = XY + YX. The annihilation operators a_p satisfy

{a_p, a_q} = 0,  {a_p, a_q†} = δ_pq.

`IsCAR` states exactly these relations. It assumes no vacuum and no occupation-number basis, so any finite-dimensional representation is allowed.

```lean
/-- The canonical anticommutation relations for annihilation operators `a p`. -/
structure IsCAR [DecidableEq ι] [DecidableEq n] (a : ι → Matrix n n ℂ) : Prop where
  anti : ∀ p q, a p * a q + a q * a p = 0
  mixed : ∀ p q, a p * (a q)ᴴ + (a q)ᴴ * a p = if p = q then 1 else 0
```

For a vector ψ, write ⟨X⟩ = ⟨ψ, Xψ⟩, which is linear in X. Normalisation is not built into `expect`; the theorems that need it assume `star ψ ⬝ᵥ ψ = 1`.

```lean
/-- The expectation value `⟨ψ, X ψ⟩`, as a linear functional of the operator `X`. -/
def expect (ψ : n → ℂ) : Matrix n n ℂ →ₗ[ℂ] ℂ where
  toFun X := star ψ ⬝ᵥ (X *ᵥ ψ)
  map_add' X Y := by rw [Matrix.add_mulVec, dotProduct_add]
  map_smul' c X := by simp [Matrix.smul_mulVec, dotProduct_smul]
```

The index order in both density matrices puts the second index on the left-hand operator:

γ_pq = ⟨a_q† a_p⟩.

The diagonal entry γ_pp = ⟨a_p† a_p⟩ is the occupation of mode p.

```lean
/-- The one-particle density matrix `γ_pq = ⟨ψ, a_q† a_p ψ⟩`. -/
def normalDensity (a : ι → Matrix n n ℂ) (ψ : n → ℂ) : Matrix ι ι ℂ :=
  fun p q => expect ψ ((a q)ᴴ * a p)
```

In the same order,

κ_pq = ⟨a_q a_p⟩.

```lean
/-- The anomalous density matrix `κ_pq = ⟨ψ, a_q a_p ψ⟩`. -/
def anomalousDensity (a : ι → Matrix n n ℂ) (ψ : n → ℂ) : Matrix ι ι ℂ :=
  fun p q => expect ψ (a q * a p)
```

The argument compares an arbitrary operator with a combination of annihilation and creation operators, with complex coefficients c_p and d_p:

B = Σ_p (c_p a_p + d_p a_p†).

```lean
/-- The field operator `∑ (c_p a_p + d_p a_p†)`, mixing annihilation and creation. -/
def fieldOp (a : ι → Matrix n n ℂ) (c d : ι → ℂ) : Matrix n n ℂ :=
  ∑ p, (c p • a p + d p • (a p)ᴴ)
```

## Positivity and the anticommutator of B

Moving an operator to the other side of the inner product gives

⟨X†⟩ = ⟨X⟩*.

```lean
/-- The expectation value of the adjoint is the complex conjugate expectation value. -/
theorem expect_conjTranspose (ψ : n → ℂ) (X : Matrix n n ℂ) :
    expect ψ Xᴴ = star (expect ψ X) := by
  change star ψ ⬝ᵥ (Xᴴ *ᵥ ψ) = star (star ψ ⬝ᵥ (X *ᵥ ψ))
  rw [Matrix.star_dotProduct, Matrix.star_mulVec, Matrix.conjTranspose_conjTranspose,
    ← Matrix.dotProduct_mulVec]
```

The same step turns ⟨X†X⟩ into a squared norm:

⟨X†X⟩ = ‖Xψ‖² ≥ 0.

In Lean this is an inequality between complex numbers, where `0 ≤ z` means that z is real and nonnegative.

```lean
/-- The expectation value of `X† X` is nonnegative. -/
theorem expect_nonneg (ψ : n → ℂ) (X : Matrix n n ℂ) : 0 ≤ expect ψ (Xᴴ * X) := by
  have h : expect ψ (Xᴴ * X) = star (X *ᵥ ψ) ⬝ᵥ (X *ᵥ ψ) := by
    change star ψ ⬝ᵥ ((Xᴴ * X) *ᵥ ψ) = _
    rw [← Matrix.mulVec_mulVec, Matrix.dotProduct_mulVec, Matrix.star_mulVec]
  rw [h]
  exact Finset.sum_nonneg fun i _ => star_mul_self_nonneg ((X *ᵥ ψ) i)
```

The adjoint of B is

B† = Σ_p (c_p* a_p† + d_p* a_p).

```lean
omit [Fintype n] in
/-- The adjoint of a field operator exchanges creation and annihilation. -/
theorem fieldOp_conjTranspose (a : ι → Matrix n n ℂ) (c d : ι → ℂ) :
    (fieldOp a c d)ᴴ = ∑ p, (star (c p) • (a p)ᴴ + star (d p) • a p) := by
  simp [fieldOp, Matrix.conjTranspose_sum]
```

Expanding the anticommutator over pairs of modes gives

{B†, B} = Σ_pq [ c_p* c_q {a_p†, a_q} + d_p* d_q {a_p, a_q†} + d_p* c_q {a_p, a_q} + c_p* d_q {a_p†, a_q†} ].

The last two terms vanish, and the first two survive only for p = q. Hence

B†B + BB† = Σ_p (|c_p|² + |d_p|²) · 1.

In the proof, `pair` evaluates one term of the double sum, and `expand` turns the products of sums into that double sum. The relation {a_p†, a_q†} = 0 is obtained as the adjoint of the first anticommutation relation.

```lean
variable [DecidableEq ι] [DecidableEq n]

/-- The anticommutator of a field operator with its adjoint is the number
`∑ (|c_p|² + |d_p|²)`. -/
theorem fieldOp_anticommutator {a : ι → Matrix n n ℂ} (ha : IsCAR a) (c d : ι → ℂ) :
    (fieldOp a c d)ᴴ * fieldOp a c d + fieldOp a c d * (fieldOp a c d)ᴴ
      = (∑ p, ((‖c p‖ : ℂ) ^ 2 + (‖d p‖ : ℂ) ^ 2)) • (1 : Matrix n n ℂ) := by
  have e : ∀ z : ℂ, star z * z = (‖z‖ : ℂ) ^ 2 := fun z => Complex.conj_mul' z
  -- the contribution of one pair of modes
  have pair : ∀ p q, (star (c p) • (a p)ᴴ + star (d p) • a p) * (c q • a q + d q • (a q)ᴴ)
      + (c q • a q + d q • (a q)ᴴ) * (star (c p) • (a p)ᴴ + star (d p) • a p)
      = if p = q then ((‖c p‖ : ℂ) ^ 2 + (‖d p‖ : ℂ) ^ 2) • (1 : Matrix n n ℂ) else 0 := by
    intro p q
    have h4 : (a p)ᴴ * (a q)ᴴ + (a q)ᴴ * (a p)ᴴ = 0 := by
      have h := congrArg Matrix.conjTranspose (ha.anti q p)
      simpa [Matrix.conjTranspose_mul] using h
    calc _ = (star (c p) * c q) • (a q * (a p)ᴴ + (a p)ᴴ * a q)
          + (star (d p) * d q) • (a p * (a q)ᴴ + (a q)ᴴ * a p)
          + (star (d p) * c q) • (a p * a q + a q * a p)
          + (star (c p) * d q) • ((a p)ᴴ * (a q)ᴴ + (a q)ᴴ * (a p)ᴴ) := by
          simp only [add_mul, mul_add, smul_mul_assoc, mul_smul_comm]
          module
      _ = _ := by
          rw [ha.mixed q p, ha.mixed p q, ha.anti p q, h4]
          by_cases h : p = q
          · subst h
            simp only [↓reduceIte, e, smul_zero, add_zero, add_smul]
          · simp [h, Ne.symm h]
  have expand : ∀ f g : ι → Matrix n n ℂ, (∑ p, f p) * (∑ q, g q) + (∑ q, g q) * (∑ p, f p)
      = ∑ p, ∑ q, (f p * g q + g q * f p) := by
    intro f g
    simp only [Finset.sum_add_distrib]
    rw [Finset.sum_mul_sum, Finset.sum_mul_sum]
    congr 1
    exact Finset.sum_comm
  rw [fieldOp_conjTranspose, fieldOp, expand]
  simp only [pair, Finset.sum_ite_eq, Finset.mem_univ, if_true, Finset.sum_smul]
```

## A Bessel inequality for fermions

Let A be any operator and choose the coefficients of B to be overlaps:

c_p = ⟨a_p† A⟩,  d_p = ⟨a_p A⟩,  S = Σ_p (|c_p|² + |d_p|²).

Then

⟨B†A⟩ = Σ_p (c_p* c_p + d_p* d_p) = S,

and ⟨A†B⟩ = S* = S. Since ⟨1⟩ = 1, the anticommutator gives ⟨B†B⟩ + ⟨BB†⟩ = S. Adding two nonnegative quantities,

0 ≤ ⟨(A − B)†(A − B)⟩ + ⟨BB†⟩ = ⟨A†A⟩ − 2S + S = ⟨A†A⟩ − S.

Therefore S ≤ ⟨A†A⟩. The facts `hBA`, `hAB` and `hBB` are the three evaluations, and `key` is the last identity.

```lean
/-- A Bessel-type inequality for fermions: for a unit vector `ψ`, the squared overlaps of `A ψ` with
all `a_p ψ` and all `a_p† ψ` add up to at most the squared norm of `A ψ`. -/
theorem fermionic_bessel {a : ι → Matrix n n ℂ} (ha : IsCAR a) {ψ : n → ℂ}
    (hψ : star ψ ⬝ᵥ ψ = 1) (A : Matrix n n ℂ) :
    ∑ p, ((‖expect ψ ((a p)ᴴ * A)‖ : ℂ) ^ 2 + (‖expect ψ (a p * A)‖ : ℂ) ^ 2)
      ≤ expect ψ (Aᴴ * A) := by
  obtain ⟨S, hS⟩ : ∃ S : ℂ, S = ∑ p, ((‖expect ψ ((a p)ᴴ * A)‖ : ℂ) ^ 2
    + (‖expect ψ (a p * A)‖ : ℂ) ^ 2) := ⟨_, rfl⟩
  -- the field operator whose coefficients are the overlaps themselves
  obtain ⟨B, hB⟩ : ∃ B, B = fieldOp a (fun p => expect ψ ((a p)ᴴ * A))
    (fun p => expect ψ (a p * A)) := ⟨_, rfl⟩
  have h1 : expect ψ 1 = 1 := by
    change star ψ ⬝ᵥ ((1 : Matrix n n ℂ) *ᵥ ψ) = 1
    rw [Matrix.one_mulVec, hψ]
  have hBA : expect ψ (Bᴴ * A) = S := by
    rw [hB, fieldOp_conjTranspose, Finset.sum_mul, map_sum, hS]
    refine Finset.sum_congr rfl fun p _ => ?_
    rw [add_mul, smul_mul_assoc, smul_mul_assoc, map_add, map_smul, map_smul,
      smul_eq_mul, smul_eq_mul]
    exact congrArg₂ (· + ·) (Complex.conj_mul' _) (Complex.conj_mul' _)
  have hAB : expect ψ (Aᴴ * B) = S := by
    have h : Aᴴ * B = (Bᴴ * A)ᴴ := by
      rw [Matrix.conjTranspose_mul, Matrix.conjTranspose_conjTranspose]
    rw [h, expect_conjTranspose, hBA, hS]
    simp
  have hBB : expect ψ (Bᴴ * B) + expect ψ (B * Bᴴ) = S := by
    rw [← map_add, hB, fieldOp_anticommutator ha, map_smul, h1, smul_eq_mul, mul_one, hS]
  have p1 := expect_nonneg ψ (A - B)
  have p2 := expect_nonneg ψ Bᴴ
  rw [Matrix.conjTranspose_conjTranspose] at p2
  have key : expect ψ ((A - B)ᴴ * (A - B)) + expect ψ (B * Bᴴ) = expect ψ (Aᴴ * A) - S := by
    have h : (A - B)ᴴ * (A - B) = Aᴴ * A - Aᴴ * B - Bᴴ * A + Bᴴ * B := by
      rw [Matrix.conjTranspose_sub]
      noncomm_ring
    rw [h, map_add, map_sub, map_sub, hAB, hBA]
    linear_combination hBB
  have h := add_nonneg p1 p2
  rw [key] at h
  rw [← hS]
  exact sub_nonneg.mp h
```

## The matrix inequality

Antisymmetry is immediate:

κ_qp = ⟨a_p a_q⟩ = −⟨a_q a_p⟩ = −κ_pq.

For positivity, take a vector x of mode coefficients and set A = Σ_q x_q* a_q, so that A† = Σ_q x_q a_q†. Then

(γx)_p = Σ_q ⟨a_q† a_p⟩ x_q = ⟨A† a_p⟩ = ⟨a_p† A⟩*,

(κ†x)_p = Σ_q ⟨a_p a_q⟩* x_q = ⟨a_p A⟩*,

x†γx = Σ_p x_p* ⟨A† a_p⟩ = ⟨A†A⟩.

Because γ is Hermitian, x†γ²x = ‖γx‖², and likewise x†κκ†x = ‖κ†x‖². The Bessel inequality now reads

x†γ²x + x†κκ†x ≤ x†γx.

In Lean, `PosSemidef` requires a Hermitian matrix with a nonnegative quadratic form, and the proof supplies both. The facts `hγ'`, `hκ` and `hq` are the three displayed identities, while `quad` rewrites x†MM†x as a squared norm.

```lean
/-- For every unit vector, `κ` is antisymmetric and `γ - γ² - κ κ†` is positive semidefinite. -/
theorem anomalous_density_bound {a : ι → Matrix n n ℂ} (ha : IsCAR a) {ψ : n → ℂ}
    (hψ : star ψ ⬝ᵥ ψ = 1) :
    (anomalousDensity a ψ)ᵀ = -anomalousDensity a ψ ∧
    (normalDensity a ψ - normalDensity a ψ * normalDensity a ψ
      - anomalousDensity a ψ * (anomalousDensity a ψ)ᴴ).PosSemidef := by
  constructor
  · ext p q
    change expect ψ (a p * a q) = -expect ψ (a q * a p)
    exact eq_neg_of_add_eq_zero_left (by rw [← map_add, ha.anti, map_zero])
  have hH : (normalDensity a ψ)ᴴ = normalDensity a ψ := by
    ext p q
    change star (expect ψ ((a p)ᴴ * a q)) = expect ψ ((a q)ᴴ * a p)
    rw [← expect_conjTranspose, Matrix.conjTranspose_mul, Matrix.conjTranspose_conjTranspose]
  have quad : ∀ (M : Matrix ι ι ℂ) (x : ι → ℂ),
      star x ⬝ᵥ ((M * Mᴴ) *ᵥ x) = ∑ p, (‖(Mᴴ *ᵥ x) p‖ : ℂ) ^ 2 := by
    intro M x
    have h : star x ⬝ᵥ ((M * Mᴴ) *ᵥ x) = star (Mᴴ *ᵥ x) ⬝ᵥ (Mᴴ *ᵥ x) := by
      rw [← Matrix.mulVec_mulVec, Matrix.dotProduct_mulVec (star x) M, Matrix.star_mulVec,
        Matrix.conjTranspose_conjTranspose]
    rw [h]
    exact Finset.sum_congr rfl fun p _ => Complex.conj_mul' _
  refine Matrix.PosSemidef.of_dotProduct_mulVec_nonneg ?_ fun x => ?_
  · rw [Matrix.IsHermitian, Matrix.conjTranspose_sub, Matrix.conjTranspose_sub,
      Matrix.conjTranspose_mul, Matrix.conjTranspose_mul, Matrix.conjTranspose_conjTranspose, hH]
  -- the annihilation operator of the orbital `x`
  obtain ⟨A, hA⟩ : ∃ A, A = ∑ q, star (x q) • a q := ⟨_, rfl⟩
  have hA' : Aᴴ = ∑ q, x q • (a q)ᴴ := by
    rw [hA, Matrix.conjTranspose_sum]
    exact Finset.sum_congr rfl fun q _ => by rw [Matrix.conjTranspose_smul, star_star]
  have hγ : ∀ p, (normalDensity a ψ *ᵥ x) p = expect ψ (Aᴴ * a p) := by
    intro p
    rw [hA', Finset.sum_mul, map_sum]
    change ∑ q, expect ψ ((a q)ᴴ * a p) * x q = _
    exact Finset.sum_congr rfl fun q _ => by
      rw [smul_mul_assoc, map_smul, smul_eq_mul, mul_comm]
  have hγ' : ∀ p, (normalDensity a ψ *ᵥ x) p = star (expect ψ ((a p)ᴴ * A)) := by
    intro p
    rw [hγ, ← expect_conjTranspose, Matrix.conjTranspose_mul, Matrix.conjTranspose_conjTranspose]
  have hκ : ∀ p, ((anomalousDensity a ψ)ᴴ *ᵥ x) p = star (expect ψ (a p * A)) := by
    intro p
    rw [hA, Finset.mul_sum, map_sum, star_sum]
    change ∑ q, star (expect ψ (a p * a q)) * x q = _
    exact Finset.sum_congr rfl fun q _ => by
      rw [mul_smul_comm, map_smul, smul_eq_mul, star_mul', star_star, mul_comm]
  have hq : star x ⬝ᵥ (normalDensity a ψ *ᵥ x) = expect ψ (Aᴴ * A) := by
    have h : Aᴴ * A = ∑ p, star (x p) • (Aᴴ * a p) := by
      conv_lhs => rw [hA, Finset.mul_sum]
      exact Finset.sum_congr rfl fun p _ => by rw [mul_smul_comm, ← hA]
    rw [h, map_sum]
    change ∑ p, star (x p) * (normalDensity a ψ *ᵥ x) p = _
    exact Finset.sum_congr rfl fun p _ => by rw [hγ, map_smul, smul_eq_mul]
  have g := quad (normalDensity a ψ) x
  have k := quad (anomalousDensity a ψ) x
  rw [hH] at g
  simp only [hγ', norm_star] at g
  simp only [hκ, norm_star] at k
  have b := fermionic_bessel ha hψ A
  rw [Finset.sum_add_distrib] at b
  rw [Matrix.sub_mulVec, Matrix.sub_mulVec, dotProduct_sub, dotProduct_sub, hq, g, k, sub_sub]
  exact sub_nonneg.mpr b
```

The dagger on the second κ has to be the full adjoint. If it is replaced by the entrywise conjugate κ*, antisymmetry gives κκ* = −κκ†, and the expression becomes γ − γ² + κκ†. That matrix is positive semidefinite too, so the slip yields a true but weaker statement that no longer limits the pairing.

Both hypotheses matter. For one mode and the unnormalised vector ψ = √2 |1⟩, one finds γ = 2 and κ = 0, so γ − γ² = −2. If only {a_p, a_q} = 0 is dropped, the 1×1 matrix a = 1/√2 still satisfies aa† + a†a = 1, but in the state ψ = 1 it gives κ = 1/2, which is not antisymmetric.

For a pure state of finitely many modes, the inequality is a necessary condition on the pair γ, κ. The quasiparticle vacua of Hartree–Fock–Bogoliubov theory satisfy the stronger condition γ − γ² = κκ†, which is not proved here in general. The theorem does not say that every pair satisfying the inequality comes from a state. It is stated for a unit vector, but a mixed state on a finite-dimensional space is covered too: its purification is a unit vector in a larger space, where the operators a_p ⊗ 1 satisfy the same relations and give the same γ and κ.

## Pairing limited by occupation

Setting A = a_p in the Bessel inequality gives

Σ_q (|γ_pq|² + |κ_pq|²) ≤ γ_pp.

With n_p = γ_pp, keeping only the q = p term of the γ sum leaves

Σ_q |κ_pq|² ≤ n_p − n_p² = n_p(1 − n_p).

An empty or completely filled mode therefore has no pairing with any other mode. Lean writes the occupation as the real part of the diagonal entry.

```lean
/-- For a unit vector, the total pairing of a mode is limited by its occupation `n_p = γ_pp`: `∑_q
|κ_pq|² ≤ n_p (1 - n_p)`. -/
theorem pairing_le_occupation {a : ι → Matrix n n ℂ} (ha : IsCAR a) {ψ : n → ℂ}
    (hψ : star ψ ⬝ᵥ ψ = 1) (p : ι) :
    ∑ q, ‖anomalousDensity a ψ p q‖ ^ 2
      ≤ (normalDensity a ψ p p).re * (1 - (normalDensity a ψ p p).re) := by
  have b : ((∑ q, (‖normalDensity a ψ p q‖ ^ 2 + ‖anomalousDensity a ψ p q‖ ^ 2) : ℝ) : ℂ)
      ≤ normalDensity a ψ p p := by
    push_cast
    exact fermionic_bessel ha hψ (a p)
  have h := (Complex.le_def.mp b).1
  rw [Complex.ofReal_re, Finset.sum_add_distrib] at h
  have h1 : ‖normalDensity a ψ p p‖ ^ 2 ≤ ∑ q, ‖normalDensity a ψ p q‖ ^ 2 :=
    Finset.single_le_sum (f := fun q => ‖normalDensity a ψ p q‖ ^ 2)
      (fun q _ => sq_nonneg _) (Finset.mem_univ p)
  have h2 : (normalDensity a ψ p p).re ^ 2 ≤ ‖normalDensity a ψ p p‖ ^ 2 :=
    sq_le_sq.mpr (by rw [abs_norm]; exact Complex.abs_re_le_norm _)
  nlinarith
```

## A pair state that reaches the bound

Two modes, numbered 0 and 1 as in Lean, suffice for equality. In the basis |00⟩, |10⟩, |01⟩, |11⟩ their annihilation operators are 4×4 matrices. The minus sign in a_1|11⟩ = −|10⟩ makes the two modes anticommute.

```lean
/-- Annihilation operators of two modes in the basis `|00⟩, |10⟩, |01⟩, |11⟩`. -/
def twoMode : Fin 2 → Matrix (Fin 4) (Fin 4) ℂ :=
  ![!![0, 1, 0, 0; 0, 0, 0, 0; 0, 0, 0, 1; 0, 0, 0, 0],
    !![0, 0, 1, 0; 0, 0, 0, -1; 0, 0, 0, 0; 0, 0, 0, 0]]
```

The state superposes the empty and the doubly occupied configuration:

ψ = u|00⟩ + v|11⟩.

```lean
/-- The pair state `u |00⟩ + v |11⟩`. -/
def pairState (u v : ℂ) : Fin 4 → ℂ := ![u, 0, 0, v]
```

It is a unit vector when |u|² + |v|² = 1. The anticommutation relations are checked entry by entry, so this example satisfies the hypotheses of the bound.

```lean
/-- The two-mode operators obey the canonical anticommutation relations, and the pair state is a
unit vector when `|u|² + |v|² = 1`. -/
theorem twoMode_witness {u v : ℂ} (h : ‖u‖ ^ 2 + ‖v‖ ^ 2 = 1) :
    IsCAR twoMode ∧ star (pairState u v) ⬝ᵥ pairState u v = 1 := by
  refine ⟨⟨fun p q => ?_, fun p q => ?_⟩, ?_⟩
  · fin_cases p <;> fin_cases q <;> ext i j <;> fin_cases i <;> fin_cases j <;>
      simp [twoMode]
  · ext i j
    simp only [Matrix.add_apply, Matrix.mul_apply, Matrix.conjTranspose_apply,
      Fin.sum_univ_four]
    fin_cases p <;> fin_cases q <;> fin_cases i <;> fin_cases j <;> simp [twoMode]
  · have hu : conj u * u + conj v * v = 1 := by
      rw [Complex.conj_mul', Complex.conj_mul']
      exact_mod_cast h
    simpa [pairState, dotProduct, Fin.sum_univ_four] using hu
```

Both modes are occupied only in |11⟩, so γ_00 = γ_11 = |v|², and the off-diagonal entries of γ vanish. Since a_1 a_0|11⟩ = a_1|01⟩ = |00⟩,

κ_01 = ⟨a_1 a_0⟩ = u*v,  κ_10 = −u*v.

```lean
/-- In the pair state `γ` is `|v|²` times the identity, and `κ` has the off-diagonal entries
`u* v` and `-u* v`. -/
theorem pairState_densities (u v : ℂ) :
    normalDensity twoMode (pairState u v) = !![conj v * v, 0; 0, conj v * v] ∧
    anomalousDensity twoMode (pairState u v) = !![0, conj u * v; -(conj u * v), 0] := by
  constructor <;> ext p q <;> fin_cases p <;> fin_cases q <;>
    simp [normalDensity, anomalousDensity, expect, twoMode, pairState, Matrix.mulVec,
      dotProduct, Matrix.mul_apply, Fin.sum_univ_four]
```

Thus κκ† = |u|²|v|² · 1, and

γ − γ² − κκ† = |v|² (1 − |v|² − |u|²) · 1 = 0.

The Lean proof inserts the computed matrices and uses the normalisation, multiplied by −|v|², in each diagonal entry.

```lean
/-- In every normalised two-mode pair state `u |00⟩ + v |11⟩`, `γ - γ² - κ κ†` vanishes. -/
theorem pairState_saturates {u v : ℂ} (h : ‖u‖ ^ 2 + ‖v‖ ^ 2 = 1) :
    normalDensity twoMode (pairState u v)
      - normalDensity twoMode (pairState u v) * normalDensity twoMode (pairState u v)
      - anomalousDensity twoMode (pairState u v)
        * (anomalousDensity twoMode (pairState u v))ᴴ = 0 := by
  have hu : conj u * u + conj v * v = 1 := by
    rw [Complex.conj_mul', Complex.conj_mul']
    exact_mod_cast h
  rw [(pairState_densities u v).1, (pairState_densities u v).2]
  ext p q
  simp only [Matrix.sub_apply, Matrix.mul_apply, Matrix.conjTranspose_apply, Fin.sum_univ_two]
  fin_cases p <;> fin_cases q <;> simp <;>
    linear_combination (-(conj v * v)) * hu

end

end AnomalousDensityBound
```

```lean
#print axioms AnomalousDensityBound.anomalous_density_bound
-- 'AnomalousDensityBound.anomalous_density_bound' depends on axioms: [propext, Classical.choice, Quot.sound]
#print axioms AnomalousDensityBound.pairing_le_occupation
-- 'AnomalousDensityBound.pairing_le_occupation' depends on axioms: [propext, Classical.choice, Quot.sound]
#print axioms AnomalousDensityBound.pairState_saturates
-- 'AnomalousDensityBound.pairState_saturates' depends on axioms: [propext, Classical.choice, Quot.sound]
```
